# The diagonal Valdemoro reconstruction: exact for one determinant, negative for a two-electron mixture

## Question

Take two electrons in four spin-orbitals numbered 0 to 3, found in the determinant $\{0,1\}$ with probability $3/4$ and in $\{2,3\}$ with probability $1/4$. Write $n_i$, $n_{ij}$, $n_{ijk}$ for the probabilities that one, two or three given modes are all occupied. Then $n_0=n_1=n_{01}=3/4$, $n_2=1/4$ and $n_{02}=n_{12}=0$. The diagonal Valdemoro formula
$$V_{ijk}=n_{ij}n_k+n_{ik}n_j+n_{jk}n_i-2\,n_in_jn_k$$
gives $V_{012}=\tfrac34\cdot\tfrac14-2\cdot\tfrac34\cdot\tfrac34\cdot\tfrac14=\tfrac{3}{16}-\tfrac{9}{32}=-\tfrac{3}{32}$, although two electrons never fill three modes, so $n_{012}=0$. My claim is that $V_{ijk}=n_{ijk}$ for a single determinant, while weight $p$ on $\{0,1\}$ and $1-p$ on $\{2,3\}$ gives $V_{012}=p(1-p)(1-2p)$, negative for $1/2<p<1$. How do I state and prove this in Lean 4 with Mathlib?

## Answer

### Modelling choices

The modes form a finite type `ι`. A determinant is the set $S$ of its occupied modes, a `Finset ι`, and `occ S i` is the occupation number $x_i(S)\in\{0,1\}$. A state is given by real weights $w(S)$ on determinants, which form a density operator diagonal in the determinant basis when they are nonnegative and sum to one, and `avg w f` is $\langle f\rangle=\sum_S w(S)f(S)$. The definitions `n1`, `n2`, `n3` are $n_i=\langle x_i\rangle$, $n_{ij}=\langle x_ix_j\rangle$, $n_{ijk}=\langle x_ix_jx_k\rangle$, with no factors $1/2!$ or $1/3!$, and `valdemoro` is $V_{ijk}$. For distinct indices these averages are the diagonal elements of the reduced density matrices (RDMs), such as $\langle a_i^\dagger a_j^\dagger a_k^\dagger a_ka_ja_i\rangle$ with fermionic creation and annihilation operators $a^\dagger$, $a$.

`IsEnsemble N w` says that the weights are nonnegative, sum to one and vanish off the sets with $N$ elements. It is a separate predicate, so the algebraic identities below can be stated under normalisation alone, or with no hypothesis on the weights. `slater S` puts all weight on $S$, `mix p S T` puts $p$ on $S$ and $1-p$ on another set $T$, and `pairState p` is `mix p {0, 1} {2, 3}` on `Fin 4`.

Valdemoro's reconstruction proper builds the whole 3-RDM from antisymmetrised products of the 1- and 2-RDM. The model keeps only its diagonal elements, for finitely many modes, without phases, off-diagonal elements or a Hamiltonian, and "single determinant" means a determinant of the chosen modes.

### Derivation by hand

For one determinant $S$ every average is the value at $S$. With $s_i=x_i(S)$ each of the three pair terms equals $s_is_js_k$, so
$$V_{ijk}=3s_is_js_k-2s_is_js_k=s_is_js_k=n_{ijk}.$$
Neither $s_i^2=s_i$ nor distinct indices are used.

For general weights, expand a product of fluctuations about arbitrary real centres $a,b,c$:
$$\langle(x_i-a)(x_j-b)(x_k-c)\rangle=n_{ijk}-c\,n_{ij}-b\,n_{ik}-a\,n_{jk}+bc\,n_i+ac\,n_j+ab\,n_k-abc\sum_S w(S).$$
Set $a=n_i$, $b=n_j$, $c=n_k$ and $\sum_S w(S)=1$. The last four terms give $3n_in_jn_k-n_in_jn_k=2n_in_jn_k$, hence
$$n_{ijk}-V_{ijk}=\langle(x_i-n_i)(x_j-n_j)(x_k-n_k)\rangle .$$
The error of the reconstruction is the third cumulant of the three occupation numbers. If mode $k$ is occupied in every determinant with nonzero weight, or empty in every one, then $x_k(S)=n_k$ on all of them, each term of the average vanishes, and $V_{ijk}=n_{ijk}$.

For the mixture of $S$ and $T$ put $t_i=x_i(T)$ and $d_i=s_i-t_i$. Then $n_i=ps_i+(1-p)t_i$, so $s_i-n_i=(1-p)d_i$ and $t_i-n_i=-p\,d_i$. The cumulant is
$$\big[p(1-p)^3-(1-p)p^3\big]d_id_jd_k=p(1-p)\big[(1-p)^2-p^2\big]d_id_jd_k=p(1-p)(1-2p)\,d_id_jd_k .$$
If $i$ and $j$ lie in $S$ but not in $T$, and $k$ lies in $T$ but not in $S$, then $d_i=d_j=1$ and $d_k=-1$. Neither determinant contains all three modes, so $n_{ijk}=0$ and $V_{ijk}=p(1-p)(1-2p)$.

The sets $S=\{0,1\}$, $T=\{2,3\}$ with $(i,j,k)=(0,1,2)$ have this pattern. Here $n_{012}=0$ also follows from the electron number alone, since three distinct modes do not fit into a set with two elements. For $0\le p\le\tfrac12$ all three factors of $p(1-p)(1-2p)$ are nonnegative, at $p=1$ the product is zero, and for $\tfrac12<p<1$ two factors are positive and the third is negative. At $p=3/4$ the product is $\tfrac34\cdot\tfrac14\cdot(-\tfrac12)=-\tfrac3{32}$, the value in the question. Any ensemble has $n_{012}\ge0$, a sum of nonnegative terms, so a negative $V_{012}$ lies below all of them.

### The Lean file

```lean
import Mathlib

open Finset

namespace DiagonalValdemoro

variable {ι : Type*} [Fintype ι] [DecidableEq ι]

/-- Occupation number (0 or 1) of mode `i` in the determinant with occupied set `S`. -/
def occ (S : Finset ι) (i : ι) : ℝ := if i ∈ S then 1 else 0

/-- Average of a diagonal observable `f` with weights `w` on determinants. -/
def avg (w f : Finset ι → ℝ) : ℝ := ∑ S, w S * f S

/-- `w` is a probability distribution supported on determinants with `N` electrons. -/
def IsEnsemble (N : ℕ) (w : Finset ι → ℝ) : Prop :=
  (∀ S, 0 ≤ w S) ∧ ∑ S, w S = 1 ∧ ∀ S, w S ≠ 0 → S.card = N

/-- One-mode occupation `n_i`. -/
def n1 (w : Finset ι → ℝ) (i : ι) : ℝ := avg w fun S => occ S i

/-- Pair occupation `n_ij`. -/
def n2 (w : Finset ι → ℝ) (i j : ι) : ℝ := avg w fun S => occ S i * occ S j

/-- Triple occupation `n_ijk`. -/
def n3 (w : Finset ι → ℝ) (i j k : ι) : ℝ := avg w fun S => occ S i * occ S j * occ S k

/-- Diagonal Valdemoro reconstruction
`V_ijk = n_ij n_k + n_ik n_j + n_jk n_i - 2 n_i n_j n_k`. -/
def valdemoro (w : Finset ι → ℝ) (i j k : ι) : ℝ :=
  n2 w i j * n1 w k + n2 w i k * n1 w j + n2 w j k * n1 w i - 2 * n1 w i * n1 w j * n1 w k

/-- All weight on the single determinant `S`. -/
def slater (S : Finset ι) : Finset ι → ℝ := fun U => if U = S then 1 else 0

/-- Weight `p` on the determinant `S` and `1 - p` on the determinant `T`. -/
def mix (p : ℝ) (S T : Finset ι) : Finset ι → ℝ :=
  fun U => p * slater S U + (1 - p) * slater T U

/-- A single determinant is an ensemble with `|S|` electrons, and for it the reconstruction
equals the triple occupation. -/
theorem valdemoro_slater (S : Finset ι) (i j k : ι) :
    IsEnsemble S.card (slater S) ∧ valdemoro (slater S) i j k = n3 (slater S) i j k := by
  have h : ∀ f, avg (slater S) f = f S := by
    intro f
    simp [avg, slater]
  refine ⟨⟨fun U => ?_, by simp [slater], fun U hU => ?_⟩, ?_⟩
  · unfold slater
    split_ifs <;> norm_num
  · by_cases hUS : U = S
    · rw [hUS]
    · simp [slater, hUS] at hU
  · -- every average factorizes
    simp only [valdemoro, n1, n2, n3, h]
    ring

/-- For normalized weights the error `n_ijk - V_ijk` is the average of the product of the three
occupation fluctuations. -/
theorem error_eq_cumulant (w : Finset ι → ℝ) (hw : ∑ S, w S = 1) (i j k : ι) :
    n3 w i j k - valdemoro w i j k =
      avg w fun S => (occ S i - n1 w i) * (occ S j - n1 w j) * (occ S k - n1 w k) := by
  -- expand the product of fluctuations about arbitrary centres
  have key : ∀ a b c : ℝ, (avg w fun S => (occ S i - a) * (occ S j - b) * (occ S k - c)) =
      n3 w i j k - c * n2 w i j - b * n2 w i k - a * n2 w j k
        + b * c * n1 w i + a * c * n1 w j + a * b * n1 w k - a * b * c * ∑ S, w S := by
    intro a b c
    simp only [n1, n2, n3, avg, Finset.mul_sum, ← Finset.sum_sub_distrib,
      ← Finset.sum_add_distrib]
    exact Finset.sum_congr rfl fun S _ => by ring
  rw [key, hw, valdemoro]
  ring

/-- For normalized weights the reconstruction is exact if mode `k` is occupied in every
contributing determinant, or empty in every one. -/
theorem valdemoro_exact_of_sharp (w : Finset ι → ℝ) (hw : ∑ S, w S = 1) (i j k : ι)
    (hk : (∀ S, w S ≠ 0 → k ∈ S) ∨ (∀ S, w S ≠ 0 → k ∉ S)) :
    valdemoro w i j k = n3 w i j k := by
  obtain ⟨c, hc⟩ : ∃ c : ℝ, ∀ S, w S * occ S k = w S * c := by
    rcases hk with h | h
    · refine ⟨1, fun S => ?_⟩
      by_cases h0 : w S = 0
      · simp [h0]
      · simp [occ, h S h0]
    · refine ⟨0, fun S => ?_⟩
      by_cases h0 : w S = 0
      · simp [h0]
      · simp [occ, h S h0]
  have hn : n1 w k = c := by
    simp only [n1, avg, hc]
    rw [← Finset.sum_mul, hw, one_mul]
  -- mode k does not fluctuate, so the cumulant vanishes term by term
  have h := error_eq_cumulant w hw i j k
  have h0 : (avg w fun S =>
      (occ S i - n1 w i) * (occ S j - n1 w j) * (occ S k - n1 w k)) = 0 := by
    rw [hn]
    refine Finset.sum_eq_zero fun S _ => ?_
    linear_combination (occ S i - n1 w i) * (occ S j - n1 w j) * hc S
  linarith

/-- Averages in a two-determinant mixture are the weighted values on the two determinants. -/
theorem avg_mix (p : ℝ) (S T : Finset ι) (f : Finset ι → ℝ) :
    avg (mix p S T) f = p * f S + (1 - p) * f T := by
  simp [avg, mix, slater, add_mul, Finset.sum_add_distrib]

/-- For `0 ≤ p ≤ 1` a mixture of two `N`-electron determinants is an `N`-electron ensemble. -/
theorem mix_isEnsemble {N : ℕ} {p : ℝ} (h0 : 0 ≤ p) (h1 : p ≤ 1) {S T : Finset ι}
    (hS : S.card = N) (hT : T.card = N) : IsEnsemble N (mix p S T) := by
  refine ⟨fun U => ?_, ?_, fun U hU => ?_⟩
  · unfold mix slater
    split_ifs <;> linarith
  · have h := avg_mix p S T fun _ => 1
    simp only [avg, mul_one] at h
    linarith
  · by_cases hUS : U = S
    · rw [hUS, hS]
    · by_cases hUT : U = T
      · rw [hUT, hT]
      · simp [mix, slater, hUS, hUT] at hU

/-- For a two-determinant mixture the error `n_ijk - V_ijk` is `p(1-p)(1-2p)` times the product
of the three occupation differences between the determinants. -/
theorem error_mix (p : ℝ) (S T : Finset ι) (i j k : ι) :
    n3 (mix p S T) i j k - valdemoro (mix p S T) i j k =
      p * (1 - p) * (1 - 2 * p) *
        ((occ S i - occ T i) * (occ S j - occ T j) * (occ S k - occ T k)) := by
  simp only [valdemoro, n1, n2, n3, avg_mix]
  ring

/-- If modes `i, j` are occupied only in `S` and mode `k` only in `T`, the mixture has
`n_ijk = 0` and `V_ijk = p(1-p)(1-2p)`. -/
theorem valdemoro_mix_split (p : ℝ) {S T : Finset ι} {i j k : ι}
    (hiS : i ∈ S) (hiT : i ∉ T) (hjS : j ∈ S) (hjT : j ∉ T) (hkS : k ∉ S) (hkT : k ∈ T) :
    n3 (mix p S T) i j k = 0 ∧ valdemoro (mix p S T) i j k = p * (1 - p) * (1 - 2 * p) := by
  have h3 : n3 (mix p S T) i j k = 0 := by
    simp [n3, avg_mix, occ, hiT, hkS]
  have h := error_mix p S T i j k
  simp only [occ, hiS, hiT, hjS, hjT, hkS, hkT, if_true, if_false] at h
  exact ⟨h3, by linear_combination h3 - h⟩

/-- In any two-electron ensemble the triple occupation of three distinct modes vanishes. -/
theorem n3_eq_zero_of_two_electrons {w : Finset ι → ℝ} (hw : IsEnsemble 2 w) {i j k : ι}
    (hij : i ≠ j) (hik : i ≠ k) (hjk : j ≠ k) : n3 w i j k = 0 := by
  refine Finset.sum_eq_zero fun S _ => ?_
  by_cases h0 : w S = 0
  · simp [h0]
  by_cases hi : i ∈ S
  · by_cases hj : j ∈ S
    · by_cases hk : k ∈ S
      · -- three distinct modes do not fit into a two-element set
        have hsub : ({i, j, k} : Finset ι) ⊆ S := by
          simp [Finset.insert_subset_iff, hi, hj, hk]
        have h3 : ({i, j, k} : Finset ι).card = 3 :=
          Finset.card_eq_three.mpr ⟨i, j, k, hij, hik, hjk, rfl⟩
        have hle := Finset.card_le_card hsub
        have h2 := hw.2.2 S h0
        omega
      · simp [occ, hk]
    · simp [occ, hj]
  · simp [occ, hi]

/-- Two electrons in four modes with weight `p` on `{0,1}` and `1 - p` on `{2,3}`. -/
def pairState (p : ℝ) : Finset (Fin 4) → ℝ := mix p {0, 1} {2, 3}

/-- For `0 ≤ p ≤ 1` the pair state is a two-electron ensemble with `n_012 = 0` and
`V_012 = p(1-p)(1-2p)`, which is negative exactly when `1/2 < p < 1`. -/
theorem valdemoro_pairState {p : ℝ} (h0 : 0 ≤ p) (h1 : p ≤ 1) :
    IsEnsemble 2 (pairState p) ∧ n3 (pairState p) 0 1 2 = 0 ∧
      valdemoro (pairState p) 0 1 2 = p * (1 - p) * (1 - 2 * p) ∧
      (valdemoro (pairState p) 0 1 2 < 0 ↔ 1 / 2 < p ∧ p < 1) := by
  have hE : IsEnsemble 2 (pairState p) := mix_isEnsemble h0 h1 (by decide) (by decide)
  have hV : valdemoro (pairState p) 0 1 2 = p * (1 - p) * (1 - 2 * p) :=
    (valdemoro_mix_split p (by decide) (by decide) (by decide) (by decide) (by decide)
      (by decide)).2
  refine ⟨hE, n3_eq_zero_of_two_electrons hE (by decide) (by decide) (by decide), hV, ?_⟩
  rw [hV]
  constructor
  · intro h
    constructor
    · by_contra hp
      have hp' : 0 ≤ 1 - 2 * p := by linarith [not_lt.mp hp]
      have := mul_nonneg (mul_nonneg h0 (sub_nonneg.mpr h1)) hp'
      linarith
    · refine lt_of_le_of_ne h1 fun hp => ?_
      rw [hp] at h
      norm_num at h
  · rintro ⟨ha, hb⟩
    exact mul_neg_of_pos_of_neg (mul_pos (by linarith) (by linarith)) (by linarith)

/-- For `1/2 < p < 1` the reconstructed `V_012` of the pair state lies strictly below the triple
occupation `n_012` of every ensemble on four modes, for any electron number. -/
theorem valdemoro_pairState_lt_n3 {p : ℝ} (ha : 1 / 2 < p) (hb : p < 1) {N : ℕ}
    {w : Finset (Fin 4) → ℝ} (hw : IsEnsemble N w) :
    valdemoro (pairState p) 0 1 2 < n3 w 0 1 2 := by
  have hneg := (valdemoro_pairState (p := p) (by linarith) hb.le).2.2.2.mpr ⟨ha, hb⟩
  have hocc : ∀ (S : Finset (Fin 4)) (i : Fin 4), 0 ≤ occ S i := by
    intro S i
    unfold occ
    split_ifs <;> norm_num
  have hpos : 0 ≤ n3 w 0 1 2 := by
    unfold n3 avg
    refine Finset.sum_nonneg fun S _ => ?_
    exact mul_nonneg (hw.1 S) (mul_nonneg (mul_nonneg (hocc S 0) (hocc S 1)) (hocc S 2))
  linarith

end DiagonalValdemoro
```

```lean
#print axioms DiagonalValdemoro.valdemoro_slater
#print axioms DiagonalValdemoro.valdemoro_exact_of_sharp
#print axioms DiagonalValdemoro.valdemoro_pairState_lt_n3
```

```
'DiagonalValdemoro.valdemoro_slater' depends on axioms: [propext, Classical.choice, Quot.sound]
'DiagonalValdemoro.valdemoro_exact_of_sharp' depends on axioms: [propext, Classical.choice, Quot.sound]
'DiagonalValdemoro.valdemoro_pairState_lt_n3' depends on axioms: [propext, Classical.choice, Quot.sound]
```

### What the theorems state

`valdemoro_slater` says that `slater S` is an ensemble with $|S|$ electrons and that $V_{ijk}=n_{ijk}$ for all indices, equal or not. `error_eq_cumulant` is the cumulant identity, and `valdemoro_exact_of_sharp` is exactness when the last index $k$ is always occupied or always empty; both assume only `hw : ∑ S, w S = 1`, with neither positivity nor a fixed electron number. `error_mix` and `valdemoro_mix_split` hold for every real $p$, and `mix_isEnsemble` adds that for $0\le p\le1$ and $|S|=|T|=N$ the mixture is an $N$-electron ensemble. `n3_eq_zero_of_two_electrons` covers every two-electron ensemble and distinct $i,j,k$.

The main theorem `valdemoro_pairState` says that for $0\le p\le1$ the pair state is a two-electron ensemble, $n_{012}=0$, $V_{012}=p(1-p)(1-2p)$, and $V_{012}<0$ if and only if $1/2<p<1$. The corollary `valdemoro_pairState_lt_n3` says that in this range $V_{012}$ is strictly below $n_{012}$ of every ensemble `w` on the same four modes, for any electron number `N`.

### How the proofs follow the hand steps

In `valdemoro_slater` the helper `h` evaluates every average at $S$, and `ring` checks $3-2=1$. In `error_eq_cumulant` the statement `key` is the expansion about $a,b,c$, after which `rw [key, hw, valdemoro]` inserts the means and the normalisation. `valdemoro_exact_of_sharp` merges its two cases into one constant `c`, equal to 1 or 0, with `w S * occ S k = w S * c` for all $S$. It deduces $n_k=c$, and `linear_combination` multiplies the equation `hc S`, which is `w S * occ S k = w S * c`, by the other two fluctuations to make each term vanish.

`error_mix` does not pass through the cumulant: `avg_mix` turns every average into $p\,f(S)+(1-p)f(T)$ and `ring` verifies the polynomial identity. `valdemoro_mix_split` substitutes the six occupation numbers. In `n3_eq_zero_of_two_electrons` the only surviving case has $i,j,k\in S$ with nonzero weight, where `Finset.card_le_card` gives $3\le|S|=2$ and `omega` closes the contradiction. In the main theorem `decide` settles cardinalities, memberships and distinctness on `Fin 4`, and the sign discussion is done with `mul_nonneg` and `mul_neg_of_pos_of_neg`.

### Remarks

The pattern of `key` is worth reusing for moment and cumulant identities. Stating the expansion for free variables `a b c` keeps `simp only` from unfolding the means inside the product. `Finset.mul_sum` then moves the constants into the sums, the reversed `Finset.sum_sub_distrib` and `Finset.sum_add_distrib` collect everything into one sum, and `Finset.sum_congr rfl` leaves a termwise identity for `ring`.

Two mistakes are easy to make. One is to read the theorems at repeated indices as statements about RDMs: `n3 w i i k` equals $n_{ik}$ because $x_i^2=x_i$, whereas the fermionic element with $a_i^\dagger a_i^\dagger$ vanishes. The other is to conclude that the pair state is harmless for $p<1/2$. For the triple $(2,3,0)$ the differences are $-1,-1,+1$, so the mixture formula gives $V_{230}=-p(1-p)(1-2p)$, which is negative for $0<p<1/2$.

One could instead model pure states, with amplitudes on determinants and full RDMs. That would require fermionic signs and the antisymmetrised product, whose diagonal elements contain further terms, each with an off-diagonal element of the 1-RDM as a factor. For $\sqrt p\,|01\rangle+\sqrt{1-p}\,|23\rangle$, where $|01\rangle$ and $|23\rangle$ are the two determinants as state vectors, these differ by a double excitation, so the 1-RDM is diagonal and the same $V_{012}$ is expected. The value of $V_{230}$ and this pure-state comparison are pencil arguments that the file does not contain as theorems.

Some contracted Schrödinger equation methods replace the 3-RDM by an expression in the 1- and 2-RDM, and dropping the three-body cumulant is one such closure; the result shows, for diagonal elements of diagonal ensembles on finitely many modes, that this closure can give a negative value where a probability is required. In a basis where the 1-RDM is diagonal, as it is for the ensembles here, the diagonal elements of the reconstruction at distinct $i,j,k$ are the numbers $V_{ijk}$, built from $n_i$ and $n_{ij}$ alone, and a negative one means that the reconstructed matrix is not positive semidefinite; in other bases the further terms mentioned above also contribute. For two electrons the true 3-RDM is zero and needs no reconstruction, but `valdemoro_mix_split` does not restrict the electron number: $S=\{0,1,4\}$ and $T=\{2,3,4\}$ on five modes, with a core electron in mode 4, satisfy its hypotheses for $(0,1,2)$ and give the same $V_{012}$ with three electrons.
